# In a finite Newns–Anderson model, the density-of-states change is a phase derivative

If the density of states projected on an adsorbate is taken for the whole effect of adsorption, the changes on the substrate levels are lost. Subtracting two total densities of states keeps them, but with many substrate levels this can be a small difference of large sums. For one orbital coupled to finitely many non-interacting levels, the problems below obtain the total change from a single scalar function, without diagonalising the coupled matrix.

## The model

The adsorbate has real energy $e_a$, the substrate has real levels $e_k$, and the couplings $V_k=H_{ak}$ are complex. The basis is orthonormal. In Lean the matrix index is `Unit ⊕ n`: the single element of `Unit` is the adsorbate, `n` labels the substrate levels, and `star` is complex conjugation.

```lean
import Mathlib

open Matrix

noncomputable section

namespace NewnsAndersonPhase

variable {n : Type*}

/-- The arrowhead Hamiltonian: an adsorbate level `ea` coupled by complex `V k` to
substrate levels `e k`. -/
def hamiltonian [DecidableEq n] (ea : ℝ) (e : n → ℝ) (V : n → ℂ) :
    Matrix (Unit ⊕ n) (Unit ⊕ n) ℂ :=
  fromBlocks (of fun _ _ => (ea : ℂ)) (of fun _ k => V k)
    (of fun k _ => star (V k)) (diagonal fun k => (e k : ℂ))
```

Let $G_0(z)$ be the bare substrate resolvent, with zeros in the adsorbate row and column.

```lean
/-- The resolvent of the bare substrate, extended by zero to the adsorbate level;
meant for `z` different from every `e k`. -/
def bareResolvent [DecidableEq n] (e : n → ℝ) (z : ℂ) : Matrix (Unit ⊕ n) (Unit ⊕ n) ℂ :=
  fromBlocks 0 0 0 (diagonal fun k => 1 / (z - e k))
```

Two unnormalised lists of amplitudes are also needed: a column $u=(1,\,V_k^*/(z-e_k))$ and a row $w=(1,\,V_k/(z-e_k))$.

```lean
/-- The column of amplitudes `1` and `conj (V k) / (z - e k)`, for `z` different from every
`e k`. -/
def ketAmp (e : n → ℝ) (V : n → ℂ) (z : ℂ) : Unit ⊕ n → ℂ :=
  Sum.elim (fun _ => 1) (fun k => star (V k) / (z - e k))

/-- The row of amplitudes `1` and `V k / (z - e k)`, for `z` different from every `e k`. -/
def braAmp (e : n → ℝ) (V : n → ℂ) (z : ℂ) : Unit ⊕ n → ℂ :=
  Sum.elim (fun _ => 1) (fun k => V k / (z - e k))
```

The scalar function is
$$D(z)=z-e_a-\sum_k\frac{|V_k|^2}{z-e_k}.$$

```lean
variable [Fintype n]

/-- The function `D(z) = z - ea - ∑ |V k|² / (z - e k)`, for `z` different from every `e k`. -/
def denom (ea : ℝ) (e : n → ℝ) (V : n → ℂ) (z : ℂ) : ℂ :=
  z - ea - ∑ k, (‖V k‖ : ℂ) ^ 2 / (z - e k)
```

The levels and couplings are fixed inputs. A continuous band, the limit of vanishing broadening and the self-consistent treatment of electron repulsion in chemisorption theory are not covered.

## (a) The slope of D

Show that, for $z$ different from every $e_k$,
$$D'(z)=1+\sum_k\frac{|V_k|^2}{(z-e_k)^2}.$$

The derivative of $|V_k|^2/(z-e_k)$ is $-|V_k|^2/(z-e_k)^2$. The minus sign in $D$ reverses it, and $z-e_a$ contributes 1. Lean does the same with the quotient rule, then the sum.

```lean
/-- Away from the substrate levels, `D'(z) = 1 + ∑ |V k|² / (z - e k)²`. -/
theorem hasDerivAt_denom (ea : ℝ) (e : n → ℝ) (V : n → ℂ) {z : ℂ} (hz : ∀ k, z ≠ e k) :
    HasDerivAt (denom ea e V) (1 + ∑ k, (‖V k‖ : ℂ) ^ 2 / (z - e k) ^ 2) z := by
  have h : ∀ k, HasDerivAt (fun w : ℂ => (‖V k‖ : ℂ) ^ 2 / (w - e k))
      (-((‖V k‖ : ℂ) ^ 2 / (z - e k) ^ 2)) z := fun k => by
    have h0 := (hasDerivAt_const z ((‖V k‖ : ℂ) ^ 2)).fun_div
      ((hasDerivAt_id' z).sub_const (e k : ℂ)) (sub_ne_zero.mpr (hz k))
    refine h0.congr_deriv ?_
    ring
  have hs := HasDerivAt.fun_sum (u := Finset.univ) fun k _ => h k
  refine (((hasDerivAt_id' z).sub_const (ea : ℂ)).fun_sub hs).congr_deriv ?_
  rw [Finset.sum_neg_distrib, sub_neg_eq_add]
```

## (b) The imaginary part of D

Show that, for nonreal $z$,
$$\operatorname{Im}D(z)=\operatorname{Im}z\left(1+\sum_k\frac{|V_k|^2}{|z-e_k|^2}\right).$$

Since $1/(z-e_k)=(z^*-e_k)/|z-e_k|^2$, its imaginary part is $-\operatorname{Im}z/|z-e_k|^2$. Insert this in $D$ and factor out $\operatorname{Im}z$. The Lean statement needs no condition on $z$ because division by zero returns zero there.

```lean
/-- The imaginary part of `D(z)` is `Im z` times `1 + ∑ |V k|² / |z - e k|²`, for nonreal `z`. -/
theorem denom_im (ea : ℝ) (e : n → ℝ) (V : n → ℂ) (z : ℂ) :
    (denom ea e V z).im = z.im * (1 + ∑ k, ‖V k‖ ^ 2 / Complex.normSq (z - e k)) := by
  have h : ∀ k, ((‖V k‖ : ℂ) ^ 2 / (z - e k)).im
      = -(z.im * (‖V k‖ ^ 2 / Complex.normSq (z - e k))) := fun k => by
    rw [← Complex.ofReal_pow, div_eq_mul_inv, Complex.im_ofReal_mul, Complex.inv_im,
      Complex.sub_im, Complex.ofReal_im]
    ring
  simp only [denom, Complex.sub_im, Complex.ofReal_im, Complex.im_sum, h]
  rw [Finset.sum_neg_distrib, ← Finset.mul_sum]
  ring
```

## (c) No zeros off the real axis

Show that $\operatorname{Im}z\neq0$ implies $\operatorname{Im}D(z)\neq0$.

The bracket in (b) is at least 1, so the product is nonzero. In particular $D(z)\neq0$.

```lean
/-- Off the real axis, `D(z)` is itself nonreal. -/
theorem denom_im_ne_zero (ea : ℝ) (e : n → ℝ) (V : n → ℂ) {z : ℂ} (hz : z.im ≠ 0) :
    (denom ea e V z).im ≠ 0 := by
  have h2 : 0 ≤ ∑ k, ‖V k‖ ^ 2 / Complex.normSq (z - e k) :=
    Finset.sum_nonneg fun k _ => div_nonneg (sq_nonneg _) (Complex.normSq_nonneg _)
  rw [denom_im]
  exact mul_ne_zero hz (by linarith)
```

## (d) Nonreal energies avoid the levels

Show that $\operatorname{Im}z\neq0$ implies $z\neq e_k$ for every $k$.

Each $e_k$ is real, so equality would give $\operatorname{Im}z=0$.

```lean
omit [Fintype n] in
private lemma ne_level (e : n → ℝ) {z : ℂ} (hz : z.im ≠ 0) (k : n) : z ≠ e k :=
  fun h => hz (by rw [h, Complex.ofReal_im])
```

## (e) The broadened energy

For real $E$ and $\eta>0$, show that $\operatorname{Im}(E+i\eta)\neq0$.

The imaginary part is $\eta$, which is positive.

```lean
private lemma line_im {η : ℝ} (hη : 0 < η) (E : ℝ) : ((E : ℂ) + η * Complex.I).im ≠ 0 := by
  simpa using hη.ne'
```

## (f) The elimination sum

Show that
$$z-e_a+\sum_k(-V_k)\frac{V_k^*}{z-e_k}=D(z).$$

Use $V_kV_k^*=|V_k|^2$ in each term.

```lean
private lemma denom_eq (ea : ℝ) (e : n → ℝ) (V : n → ℂ) (z : ℂ) :
    z - ea + ∑ k, -V k * (star (V k) / (z - e k)) = denom ea e V z := by
  rw [denom, sub_eq_add_neg (z - (ea : ℂ)), ← Finset.sum_neg_distrib]
  congr 1
  refine Finset.sum_congr rfl fun k _ => ?_
  have hV : V k * star (V k) = (‖V k‖ : ℂ) ^ 2 := Complex.mul_conj' _
  rw [← hV]
  ring
```

## (g) Hermiticity

Show that $H^\dagger=H$.

The diagonal entries are real, $H_{ka}=V_k^*=H_{ak}^*$, and different substrate levels are uncoupled. Lean checks the four blocks.

```lean
variable [DecidableEq n]

omit [Fintype n] in
/-- The arrowhead Hamiltonian is Hermitian. -/
theorem hamiltonian_isHermitian (ea : ℝ) (e : n → ℝ) (V : n → ℂ) :
    (hamiltonian ea e V).IsHermitian := by
  refine Matrix.IsHermitian.ext fun i j => ?_
  rcases i with i | i <;> rcases j with j | j
  · simp [hamiltonian]
  · simp [hamiltonian]
  · simp [hamiltonian]
  · by_cases h : i = j
    · subst h
      simp [hamiltonian]
    · simp [hamiltonian, diagonal_apply_ne _ h, diagonal_apply_ne _ (Ne.symm h)]
```

## (h) The shifted matrix

Show that
$$z-H=\begin{pmatrix}z-e_a&-V_k\\-V_k^*&\operatorname{diag}(z-e_k)\end{pmatrix}.$$

Subtract entry by entry. In Lean the scalar $z$ becomes the matrix `z • 1`.

```lean
omit [Fintype n] in
private lemma shift_eq (ea : ℝ) (e : n → ℝ) (V : n → ℂ) (z : ℂ) :
    z • 1 - hamiltonian ea e V = fromBlocks (of fun _ _ => z - ea) (of fun _ k => -V k)
      (of fun k _ => -star (V k)) (diagonal fun k => z - e k) := by
  ext i j
  rcases i with ⟨⟩ | i <;> rcases j with ⟨⟩ | j
  · simp [hamiltonian]
  · simp [hamiltonian]
  · simp [hamiltonian]
  · by_cases h : i = j
    · subst h
      simp [hamiltonian]
    · simp [hamiltonian, h]
```

## (i) The determinant

For $z$ different from every $e_k$, show that
$$\det(z-H)=D(z)\prod_k(z-e_k).$$

Multiply on the right by
$$L=\begin{pmatrix}1&0\\V_k^*/(z-e_k)&1\end{pmatrix}.$$
The upper left entry becomes $D(z)$ by (f). The lower left entries become $-V_k^*+(z-e_k)V_k^*/(z-e_k)=0$, and the other columns are unchanged. The product is block upper triangular with determinant $D(z)\prod_k(z-e_k)$, and $\det L=1$.

In the proof, `h` is this matrix product and `hd` takes its determinant.

```lean
/-- Away from the substrate levels, `det (z - H) = D(z) ∏ (z - e k)`. -/
theorem det_shift (ea : ℝ) (e : n → ℝ) (V : n → ℂ) {z : ℂ} (hz : ∀ k, z ≠ e k) :
    (z • 1 - hamiltonian ea e V).det = denom ea e V z * ∏ k, (z - e k) := by
  -- a unit triangular factor removes the substrate part of the first column
  have h : (z • 1 - hamiltonian ea e V) *
      fromBlocks 1 0 (of fun k _ => star (V k) / (z - e k)) 1 =
      fromBlocks (of fun _ _ => denom ea e V z) (of fun _ k => -V k) 0
        (diagonal fun k => z - e k) := by
    rw [shift_eq, fromBlocks_multiply]
    refine Matrix.fromBlocks_inj.mpr ⟨?_, by simp, ?_, by simp⟩
    · ext i j
      rw [Matrix.mul_one, Matrix.add_apply, Matrix.mul_apply]
      exact denom_eq ea e V z
    · ext k j
      have hk := sub_ne_zero.mpr (hz k)
      have hc : (z - e k) * (star (V k) / (z - e k)) = star (V k) := by field_simp
      rw [Matrix.mul_one, Matrix.add_apply, Matrix.diagonal_mul, of_apply, of_apply, hc,
        neg_add_cancel, Matrix.zero_apply]
  have hd := congrArg Matrix.det h
  rw [Matrix.det_mul, det_fromBlocks_zero₁₂, det_fromBlocks_zero₂₁] at hd
  simpa using hd
```

## (j) The resolvent

If also $D(z)\neq0$, show that
$$(z-H)^{-1}=G_0(z)+\frac{u\,w}{D(z)}.$$

Let $a$ be the unit column on the adsorbate. The elimination in (i) gives $(z-H)u=D(z)\,a$, which is `h1`. In $(z-H)G_0$ the adsorbate column vanishes, the substrate block is the identity, and the adsorbate row has entries $-V_k/(z-e_k)$. Hence $(z-H)G_0=1-a\,w$, which is `h2`. Adding the two contributions,
$$(z-H)\left(G_0+\frac{u\,w}{D}\right)=1-a\,w+a\,w=1.$$
The cancellation of $D$ is `h3`, and a right inverse of a square matrix is its inverse.

```lean
/-- The full resolvent is the bare substrate resolvent plus a rank-one term divided by `D(z)`. -/
theorem resolvent_eq (ea : ℝ) (e : n → ℝ) (V : n → ℂ) {z : ℂ} (hz : ∀ k, z ≠ e k)
    (hD : denom ea e V z ≠ 0) :
    (z • 1 - hamiltonian ea e V)⁻¹ = bareResolvent e z +
      (denom ea e V z)⁻¹ • vecMulVec (ketAmp e V z) (braAmp e V z) := by
  have h1 : (z • 1 - hamiltonian ea e V) *ᵥ ketAmp e V z =
      Sum.elim (fun _ => denom ea e V z) 0 := by
    rw [shift_eq]
    ext i
    rcases i with i | k
    · simp only [mulVec, dotProduct, Fintype.sum_sum_type, fromBlocks_apply₁₁,
        fromBlocks_apply₁₂, of_apply, ketAmp, Sum.elim_inl, Sum.elim_inr,
        Finset.univ_unique, Finset.sum_singleton, mul_one]
      exact denom_eq ea e V z
    · have hk := sub_ne_zero.mpr (hz k)
      have hc : (z - e k) * (star (V k) / (z - e k)) = star (V k) := by field_simp
      simp only [mulVec, dotProduct, Fintype.sum_sum_type, fromBlocks_apply₂₁,
        fromBlocks_apply₂₂, of_apply, ketAmp, Sum.elim_inl, Sum.elim_inr,
        Finset.univ_unique, Finset.sum_singleton, mul_one, diagonal_apply, ite_mul, zero_mul,
        Finset.sum_ite_eq, Finset.mem_univ, if_true, Pi.zero_apply]
      rw [hc, neg_add_cancel]
  have h2 : (z • 1 - hamiltonian ea e V) * bareResolvent e z =
      1 - vecMulVec (Sum.elim (fun _ => 1) 0) (braAmp e V z) := by
    rw [shift_eq, bareResolvent, fromBlocks_multiply]
    ext i j
    rcases i with ⟨⟩ | i <;> rcases j with ⟨⟩ | j
    · simp [vecMulVec_apply, braAmp]
    · simp [vecMulVec_apply, braAmp, Matrix.mul_diagonal, div_eq_mul_inv]
    · simp [vecMulVec_apply]
    · by_cases h : i = j
      · subst h
        simp [vecMulVec_apply, mul_inv_cancel₀ (sub_ne_zero.mpr (hz i))]
      · simp [vecMulVec_apply, h]
  have h3 : (denom ea e V z)⁻¹ •
      vecMulVec (Sum.elim (fun _ => denom ea e V z) 0) (braAmp e V z) =
      vecMulVec (Sum.elim (fun _ : Unit => (1 : ℂ)) (0 : n → ℂ)) (braAmp e V z) := by
    ext i j
    rcases i with i | i <;> simp [vecMulVec_apply, hD]
  apply Matrix.inv_eq_right_inv
  rw [Matrix.mul_add, Matrix.mul_smul, Matrix.mul_vecMulVec, h1, h2, h3, sub_add_cancel]
```

## (k) The trace

Under the same two conditions, show that
$$\operatorname{Tr}(z-H)^{-1}-\sum_k\frac1{z-e_k}=\frac{D'(z)}{D(z)}.$$

The trace of $G_0$ cancels the subtracted sum. The trace of $u\,w$ is
$$1+\sum_k\frac{V_k^*V_k}{(z-e_k)^2}=D'(z)$$
by (a). The 1 is the adsorbate's own share, $1/D$ in the resolvent; the sum is the change on the substrate levels. By (c) and (d), both conditions hold for every nonreal $z$.

```lean
/-- Adding the adsorbate and its couplings to the bare substrate changes the trace of the resolvent
by `D'(z) / D(z)`. -/
theorem trace_resolvent (ea : ℝ) (e : n → ℝ) (V : n → ℂ) {z : ℂ} (hz : ∀ k, z ≠ e k)
    (hD : denom ea e V z ≠ 0) :
    (z • 1 - hamiltonian ea e V)⁻¹.trace - ∑ k, 1 / (z - e k) =
      deriv (denom ea e V) z / denom ea e V z := by
  have hk : ∀ k, star (V k) / (z - e k) * (V k / (z - e k)) =
      (‖V k‖ : ℂ) ^ 2 / (z - e k) ^ 2 := fun k => by
    have hV : V k * star (V k) = (‖V k‖ : ℂ) ^ 2 := Complex.mul_conj' _
    rw [div_mul_div_comm, mul_comm (star (V k)), hV, ← sq]
  rw [(hasDerivAt_denom ea e V hz).deriv, resolvent_eq ea e V hz hD]
  simp only [Matrix.trace, Matrix.diag_apply, Fintype.sum_sum_type, Matrix.add_apply,
    Matrix.smul_apply, vecMulVec_apply, bareResolvent, ketAmp, braAmp, fromBlocks_apply₁₁,
    fromBlocks_apply₂₂, Matrix.zero_apply, diagonal_apply_eq, Sum.elim_inl, Sum.elim_inr, hk,
    smul_eq_mul, Finset.sum_add_distrib, ← Finset.mul_sum, Finset.univ_unique,
    Finset.sum_singleton]
  ring
```

## (l) The phase

With $z=E+i\eta$ and $\eta>0$, define the density-of-states change as
$$\Delta\rho(E)=-\frac1\pi\operatorname{Im}\left[\operatorname{Tr}(z-H)^{-1}-\sum_k\frac1{z-e_k}\right].$$
The reference is the substrate alone, so the adsorbate level itself counts towards the change.

```lean
/-- The change in the density of states at energy `E` and broadening `η > 0`: the coupled system
minus the bare substrate. -/
def dosChange (ea : ℝ) (e : n → ℝ) (V : n → ℂ) (η E : ℝ) : ℝ :=
  -(1 / Real.pi) * ((((E : ℂ) + η * Complex.I) • 1 - hamiltonian ea e V)⁻¹.trace -
    ∑ k, 1 / ((E : ℂ) + η * Complex.I - e k)).im
```

Show that
$$\Delta\rho(E)=\frac{d}{dE}\left[-\frac1\pi\arg D(E+i\eta)\right].$$

By (b), $\operatorname{Im}D>0$ along the whole line, so the principal phase stays between 0 and $\pi$ and never jumps. There $\ln D=\ln|D|+i\arg D$ is differentiable, with energy derivative $D'/D$. Its imaginary part gives $d(\arg D)/dE=\operatorname{Im}(D'/D)$. Multiply by $-1/\pi$ and use (k).

In Lean, `hslit` keeps $D$ off the cut of the logarithm, `h3` takes the imaginary part of the logarithm's derivative, and `h4` rewrites it as the derivative of the phase. `HasDerivAt` states both that the derivative exists and that it equals `dosChange`.

```lean
/-- The change in the density of states is the energy derivative of `-arg D(E + iη) / π`. -/
theorem dosChange_eq_phase_derivative (ea : ℝ) (e : n → ℝ) (V : n → ℂ) {η : ℝ} (hη : 0 < η)
    (E : ℝ) :
    HasDerivAt (fun x : ℝ => -(1 / Real.pi) * (denom ea e V (x + η * Complex.I)).arg)
      (dosChange ea e V η E) E := by
  have him := line_im hη E
  have hz := ne_level e him
  have hI := denom_im_ne_zero ea e V him
  have hD : denom ea e V (E + η * Complex.I) ≠ 0 := fun h => hI (by rw [h, Complex.zero_im])
  -- D stays off the real axis, away from the cut of the logarithm
  have hslit : denom ea e V (E + η * Complex.I) ∈ Complex.slitPlane :=
    Complex.mem_slitPlane_iff.mpr (Or.inr hI)
  have h1 := (HasDerivAt.comp_add_const (E : ℂ) (η * Complex.I)
    (hasDerivAt_denom ea e V hz).differentiableAt.hasDerivAt).comp_ofReal
  have h3 := Complex.imCLM.hasFDerivAt.comp_hasDerivAt E (h1.clog_real hslit)
  have h4 : HasDerivAt (fun x : ℝ => (denom ea e V (x + η * Complex.I)).arg)
      (deriv (denom ea e V) (E + η * Complex.I) / denom ea e V (E + η * Complex.I)).im E :=
    h3.congr_of_eventuallyEq
      (Filter.Eventually.of_forall fun x => (Complex.log_im _).symm)
  rw [dosChange, trace_resolvent ea e V hz hD]
  exact h4.const_mul _

end NewnsAndersonPhase
```

```lean
#print axioms NewnsAndersonPhase.hamiltonian_isHermitian
-- 'NewnsAndersonPhase.hamiltonian_isHermitian' depends on axioms: [propext, Classical.choice, Quot.sound]
#print axioms NewnsAndersonPhase.det_shift
-- 'NewnsAndersonPhase.det_shift' depends on axioms: [propext, Classical.choice, Quot.sound]
#print axioms NewnsAndersonPhase.dosChange_eq_phase_derivative
-- 'NewnsAndersonPhase.dosChange_eq_phase_derivative' depends on axioms: [propext, Classical.choice, Quot.sound]
```

## The uncoupled adsorbate

If every $V_k=0$, or if there are no substrate levels, then $D(z)=z-e_a$ and
$$\Delta\rho(E)=\frac1\pi\,\frac{\eta}{(E-e_a)^2+\eta^2}.$$
This is a Lorentzian of unit area: the one state that the adsorbate brings.
